# An integer character row with Σχ² = |G| and χ(1) ≠ 0 has exactly χ(1)² − 1 zeros if and only if its values away from the identity are all 0 or ±1

For a finite symmetry group, `card_zeros_eq_iff` concerns a row of integer characters whose squares sum to the order of the group and whose value at the identity is not zero. It states that the number of operations with vanishing character equals χ(1)² − 1 exactly when every operation other than the identity has character 0, 1 or −1. Nothing else is assumed of the row, which may be any integer-valued function on the group meeting these two conditions. The proof writes the number of zeros as a sum of nonnegative "excesses", one for each operation, and splits off the identity, which contributes χ(1)² − 1. The equality then holds exactly when the remaining excesses sum to zero, which forces each of them to vanish.

The failing Lean file:

```lean
import Mathlib

open Finset

namespace IntegerCharacterZeros

variable {G : Type*} [Fintype G]

/-- The sum rule for an integer character row: the squared characters add up to the
order of the group. -/
def IsNormalized (χ : G → ℤ) : Prop := ∑ g, χ g ^ 2 = (Fintype.card G : ℤ)

/-- The symmetry operations whose character vanishes. -/
def zeros (χ : G → ℤ) : Finset G := univ.filter fun g => χ g = 0

/-- The excess of a character value: its square minus one, with one added back
if the value is zero. -/
def excess (n : ℤ) : ℤ := n ^ 2 - 1 + if n = 0 then 1 else 0

/-- The excess of an integer character value is never negative. -/
theorem excess_nonneg (n : ℤ) : 0 ≤ excess n := by
  unfold excess
  split_ifs with h
  · simp [h]
  · have : 0 < n ^ 2 := by positivity
    linarith

/-- The excess vanishes exactly for the character values 0, 1 and -1. -/
theorem excess_eq_zero_iff (n : ℤ) : excess n = 0 ↔ n = 0 ∨ n ^ 2 = 1 := by
  unfold excess
  split_ifs with h
  · simp [h]
  · constructor
    · intro e
      right
      linarith
    · rintro (h0 | h1)
      · exact absurd h0 h
      · linarith

/-- For a normalized integer row, the number of vanishing characters equals the total
excess of the row. -/
theorem card_zeros_eq_sum_excess {χ : G → ℤ} (h : IsNormalized χ) :
    ((zeros χ).card : ℤ) = ∑ g, excess (χ g) := by
  have h' : ∑ g, χ g ^ 2 = (Fintype.card G : ℤ) := h
  have hz : ((zeros χ).card : ℤ) = ∑ g, if χ g = 0 then (1 : ℤ) else 0 := by
    simp [zeros]
  rw [hz]
  simp only [excess, Finset.sum_add_distrib, Finset.sum_sub_distrib]
  rw [h']
  simp

/-- For a normalized integer row with `χ(1) ≠ 0`, the number of zeros is exactly `χ(1)² - 1` if and
only if every operation other than the identity has character 0, 1 or -1. -/
theorem card_zeros_eq_iff [Group G] {χ : G → ℤ} (h : IsNormalized χ) (h1 : χ 1 ≠ 0) :
    ((zeros χ).card : ℤ) = χ 1 ^ 2 - 1 ↔ ∀ g, g ≠ 1 → χ g = 0 ∨ χ g ^ 2 = 1 := by
  classical
  have he : excess (χ 1) = χ 1 ^ 2 - 1 := by simp [excess, h1]
  -- split off the identity; the rest is a sum of nonnegative terms
  have hs := Finset.add_sum_erase univ (fun g => excess (χ g)) (mem_univ (1 : G))
  have hzero := Finset.sum_eq_zero_iff_of_nonneg (s := univ.erase (1 : G))
    (f := fun g => excess (χ g)) (fun g _ => excess_nonneg (χ g))
  simp only at hs
  rw [card_zeros_eq_sum_excess h, ← hs, he]
  constructor
  · intro e g hg
    exact (excess_eq_zero_iff _).mp
      (hzero.mp (by linarith) g (Finset.mem_erase.mpr ⟨hg, mem_univ g⟩))
  · intro hall
    have := hzero.mpr fun g hg =>
      (excess_eq_zero_iff _).mpr (hall g (Finset.mem_erase.mp hg).1)
    linarith

end IntegerCharacterZeros
```

Compiling this gives:

```
Main.lean:63:2: error: `simp` made no progress
```

Diagnosis. The error comes from a clean-up step, `simp only at hs`. The hypothesis `hs` is obtained by applying `Finset.add_sum_erase` to the function `fun g => excess (χ g)`, and it says that the excess at the identity plus the sum over the other elements is the full sum. With no lemmas listed, `simp only` can still do basic reductions, such as turning `(fun g => excess (χ g)) 1` into `excess (χ 1)`. Here it found nothing to simplify in `hs`, and `simp` treats leaving its target unchanged as an error, which Lean reports as "`simp` made no progress".

The repair deletes that line and leaves a blank one in its place. The next line, which uses `hs` from right to left to split the full sum and then `he` to replace `excess (χ 1)` by `χ 1 ^ 2 - 1`, works with `hs` as it stands. The rest of the proof is unchanged.

Lean accepts the file once it reads:

```diff
@@ -61,5 +61,5 @@
   have hzero := Finset.sum_eq_zero_iff_of_nonneg (s := univ.erase (1 : G))
     (f := fun g => excess (χ g)) (fun g _ => excess_nonneg (χ g))
-  simp only at hs
+
   rw [card_zeros_eq_sum_excess h, ← hs, he]
   constructor
```
